# No polyhedral cage has exactly seven edges

## Can seven edges close up into a cage?

Let $V$, $E$ and $F$ be the numbers of vertices, edges and faces of a polyhedral cage, such as the skeleton of a cluster with atoms at the corners. Euler's relation is $V-E+F=2$, at least three edges meet at each vertex, and each face has at least three sides. The tetrahedron has six edges and the square pyramid has eight, but I can't find a cage with seven. I believe that the counting conditions allow exactly $E=6$ and every $E\ge 8$. Can this be made rigorous and machine-checked, in a form that speaks about actual cages as well as about three integers?

## Counting edge ends and edge sides

Yes. A dart is an edge with a chosen direction, so each edge carries two darts. Each dart starts at one vertex and has one face on its left. The $2E$ darts can therefore be sorted by starting vertex or by left-hand face. Every vertex receives at least three darts, and so does every face:

$$3V\le 2E,\qquad 3F\le 2E .$$

**Small edge numbers.** Suppose that $V,F\ge 4$. Euler's relation gives $E=V+F-2\ge 6$, so $E<6$ is impossible. For $E=7$ the two inequalities read $3V\le 14$ and $3F\le 14$. Since $V$ and $F$ are integers, both are at most $4$, and $V+F\le 8$. Euler's relation demands $V+F=9$, a contradiction.

**Even edge numbers.** The pyramid over an $n$-gon, $n\ge 3$, has

$$(V,E,F)=(n+1,\;2n,\;n+1).$$

Euler's relation holds because $(n+1)-2n+(n+1)=2$, and both inequalities become $3n+3\le 4n$, which is $n\ge 3$. This covers $E=6,8,10,\dots$

**Odd edge numbers.** Three edges meet at a base corner of the pyramid. Cutting the corner off replaces one vertex by three and adds a triangular face with three new edges, so the counts become

$$(V,E,F)=(n+3,\;2n+3,\;n+2).$$

Again $(n+3)-(2n+3)+(n+2)=2$. The vertex inequality $3n+9\le 4n+6$ is $n\ge 3$, and the face inequality $3n+6\le 4n+6$ holds as well. This covers $E=9,11,13,\dots$, beginning with the counts $(6,9,5)$ of a triangular prism.

**Vertex numbers at fixed $E$.** Euler's relation fixes $F=E+2-V$. Then $3F\le 2E$ becomes $3E+6-3V\le 2E$, or $E+6\le 3V$. Together with the vertex inequality this gives

$$E+6\le 3V\le 2E .$$

For $E=7$ the window is $13\le 3V\le 14$, which contains no multiple of three. For $E=12$ it allows $V=6,7,8$, the vertex numbers of the octahedron, the hexagonal pyramid and the cube. The window also forces $E\ge 6$ and hence $V\ge 4$, and the same holds for $F$ by symmetry. The bounds $V,F\ge 4$ are thus consequences of the other conditions.

## What goes wrong with a two-coordinate atom

Insert an extra vertex in the middle of one edge of a tetrahedron. The result has $(V,E,F)=(5,7,4)$. It satisfies Euler's relation and $3F=12\le 14$, but $3V=15>14$, because the new vertex has only two edges. Chemically, this is an atom inserted into one bond of a tetrahedral cage, so that the two atoms it separates are no longer bonded directly.

Doubling one edge of the tetrahedron instead gives $(4,7,5)$, where a two-sided face violates $3F\le 2E$. Without Euler's relation, the numbers $(4,7,4)$ pass both inequalities. Each of the three conditions is needed to exclude seven edges.

## The statements in Lean

`CageCounts V E F` is the conjunction of Euler's relation and the two inequalities. The counts are integers, so the subtraction is ordinary subtraction. In `edge_number_iff` the edge number is a natural number, read as an integer where it enters `CageCounts`. The theorem says that suitable integers $V,F\ge 4$ exist exactly when $E=6$ or $E\ge 8$. The window for $V$ is `vertex_range_iff`.

The cage itself is described by finite types: `D` for darts, `Vt` for vertices, `Ed` for edges and `Fc` for faces. Three maps, `vertex`, `edge` and `face`, send each dart to its starting vertex, its underlying edge and the face on its left. `dartCount f x` is the number of darts that the map `f` sends to `x`. The structure `IsCage` has four conditions:

- `two_darts`: each edge has exactly two darts.
- `vertex_degree`: at least three darts start at each vertex. In a polyhedron this means that each atom has at least three bonds within the cage.
- `face_size`: each face has at least three darts along its boundary.
- `euler`: $V-E+F=2$, which stands for a connected skeleton drawn on a sphere. It is assumed here, not derived from the incidence data.

Every convex polyhedron supplies such data. `IsCage` asks for less than a polyhedron: it does not require the darts of a face to form a closed circuit, or the two darts of an edge to run in opposite directions. This makes the exclusion in `no_cage_with_seven_edges` broader. The existence half of `edge_number_iff`, on the other hand, concerns numbers. The pyramids enter the file through their counts, and the only cage built there dart by dart is the tetrahedron.

In a model with one localised two-electron bond per edge, a cage has $2E$ skeletal bonding electrons, so exactly 14 never occurs; this count does not apply to clusters with delocalised multicentre bonding.

```lean
import Mathlib

open Finset

namespace CageEdgeNumbers

/-- The counting conditions on a cage with `V` vertices, `E` edges and `F` faces:
Euler's relation, at least three edges at each vertex on average, and at least three
edges around each face on average. -/
def CageCounts (V E F : ℤ) : Prop :=
  V - E + F = 2 ∧ 3 * V ≤ 2 * E ∧ 3 * F ≤ 2 * E

/-- For `n ≥ 3`, the vertex, edge and face numbers `n + 1`, `2 n` and `n + 1` meet the counting
conditions. -/
theorem pyramid_counts (n : ℤ) (hn : 3 ≤ n) :
    CageCounts (n + 1) (2 * n) (n + 1) := by
  unfold CageCounts
  refine ⟨by ring, by linarith, by linarith⟩

/-- For `n ≥ 3`, the vertex, edge and face numbers `n + 3`, `2 n + 3` and `n + 2` meet the counting
conditions. -/
theorem truncated_pyramid_counts (n : ℤ) (hn : 3 ≤ n) :
    CageCounts (n + 3) (2 * n + 3) (n + 2) := by
  unfold CageCounts
  refine ⟨by ring, by linarith, by linarith⟩

/-- A number `E` of edges admits vertex and face numbers, both at least four, that meet
the counting conditions exactly when `E = 6` or `E ≥ 8`. -/
theorem edge_number_iff (E : ℕ) :
    (∃ V F : ℤ, 4 ≤ V ∧ 4 ≤ F ∧ CageCounts V E F) ↔ E = 6 ∨ 8 ≤ E := by
  constructor
  · rintro ⟨V, F, hV, hF, h1, h2, h3⟩
    omega
  · intro h
    rcases Nat.even_or_odd' E with ⟨k, rfl | rfl⟩
    · -- an even number of edges: a pyramid
      have hp := pyramid_counts (k : ℤ) (by omega)
      have e : ((2 * k : ℕ) : ℤ) = 2 * (k : ℤ) := by push_cast; ring
      refine ⟨(k : ℤ) + 1, (k : ℤ) + 1, by omega, by omega, ?_⟩
      rw [e]
      exact hp
    · -- an odd number of edges: a pyramid with one base corner cut off
      have hp := truncated_pyramid_counts ((k : ℤ) - 1) (by omega)
      have e : ((2 * k + 1 : ℕ) : ℤ) = 2 * ((k : ℤ) - 1) + 3 := by push_cast; ring
      refine ⟨(k : ℤ) - 1 + 3, (k : ℤ) - 1 + 2, by omega, by omega, ?_⟩
      rw [e]
      exact hp

/-- For a fixed number `E` of edges, a vertex number `V` can be completed by a face number
exactly when `E + 6 ≤ 3 V ≤ 2 E`. -/
theorem vertex_range_iff (V E : ℤ) :
    (∃ F : ℤ, CageCounts V E F) ↔ E + 6 ≤ 3 * V ∧ 3 * V ≤ 2 * E := by
  constructor
  · rintro ⟨F, h1, h2, h3⟩
    constructor <;> linarith
  · rintro ⟨h1, h2⟩
    exact ⟨E + 2 - V, by ring, h2, by linarith⟩

section Darts

variable {D X Vt Ed Fc : Type*} [Fintype D] [Fintype X] [Fintype Vt] [Fintype Ed]
  [Fintype Fc] [DecidableEq X] [DecidableEq Vt] [DecidableEq Ed] [DecidableEq Fc]

/-- The number of darts (directed edges) that the map `f` assigns to the cell `x`. -/
def dartCount (f : D → X) (x : X) : ℕ :=
  (univ.filter fun d => f d = x).card

/-- Incidence data of a cage: each dart has a starting vertex, an underlying edge and a
face on its left. Every edge has two darts, every vertex and every face at least three,
and Euler's relation holds. -/
structure IsCage (vertex : D → Vt) (edge : D → Ed) (face : D → Fc) : Prop where
  two_darts : ∀ e, dartCount edge e = 2
  vertex_degree : ∀ v, 3 ≤ dartCount vertex v
  face_size : ∀ f, 3 ≤ dartCount face f
  euler : (Fintype.card Vt : ℤ) - Fintype.card Ed + Fintype.card Fc = 2

/-- Adding up the darts assigned to each cell gives the total number of darts. -/
theorem sum_dartCount (f : D → X) : ∑ x, dartCount f x = Fintype.card D := by
  unfold dartCount
  rw [← Finset.card_univ]
  exact (Finset.card_eq_sum_card_fiberwise (fun _ _ => by simp)).symm

/-- The vertex, edge and face numbers of a cage meet the counting conditions. -/
theorem IsCage.counts {vertex : D → Vt} {edge : D → Ed} {face : D → Fc}
    (h : IsCage vertex edge face) :
    CageCounts (Fintype.card Vt) (Fintype.card Ed) (Fintype.card Fc) := by
  -- the same darts are counted by edges, by vertices and by faces
  have hE : Fintype.card Ed * 2 = Fintype.card D := by
    rw [← sum_dartCount edge, Finset.sum_congr rfl (fun e _ => h.two_darts e)]
    simp
  have hV : Fintype.card Vt * 3 ≤ Fintype.card D := by
    rw [← sum_dartCount vertex]
    calc Fintype.card Vt * 3 = ∑ _v : Vt, 3 := by simp
      _ ≤ _ := Finset.sum_le_sum fun v _ => h.vertex_degree v
  have hF : Fintype.card Fc * 3 ≤ Fintype.card D := by
    rw [← sum_dartCount face]
    calc Fintype.card Fc * 3 = ∑ _f : Fc, 3 := by simp
      _ ≤ _ := Finset.sum_le_sum fun f _ => h.face_size f
  exact ⟨h.euler, by omega, by omega⟩

/-- No cage has exactly seven edges. -/
theorem no_cage_with_seven_edges {vertex : D → Vt} {edge : D → Ed} {face : D → Fc}
    (h : IsCage vertex edge face) : Fintype.card Ed ≠ 7 := by
  obtain ⟨h1, h2, h3⟩ := h.counts
  omega

end Darts

/-- Starting vertices of the twelve darts of the tetrahedron, listed face by face. -/
def tetraVertex : Fin 12 → Fin 4 := ![0, 1, 2, 0, 3, 1, 1, 3, 2, 0, 2, 3]

/-- Underlying edges of the twelve darts of the tetrahedron. -/
def tetraEdge : Fin 12 → Fin 6 := ![0, 3, 1, 2, 4, 0, 4, 5, 3, 1, 5, 2]

/-- Faces to the left of the twelve darts of the tetrahedron, each face numbered by the
vertex opposite to it. -/
def tetraFace : Fin 12 → Fin 4 := ![3, 3, 3, 2, 2, 2, 0, 0, 0, 1, 1, 1]

/-- The tetrahedron, with its twelve darts, is a cage. -/
theorem tetrahedron_witness : IsCage tetraVertex tetraEdge tetraFace where
  two_darts := by decide
  vertex_degree := by decide
  face_size := by decide
  euler := by norm_num [Fintype.card_fin]

end CageEdgeNumbers
```

```lean
#print axioms CageEdgeNumbers.edge_number_iff
-- 'CageEdgeNumbers.edge_number_iff' depends on axioms: [propext, Classical.choice, Quot.sound]
#print axioms CageEdgeNumbers.vertex_range_iff
-- 'CageEdgeNumbers.vertex_range_iff' depends on axioms: [propext, Classical.choice, Quot.sound]
#print axioms CageEdgeNumbers.no_cage_with_seven_edges
-- 'CageEdgeNumbers.no_cage_with_seven_edges' depends on axioms: [propext, Classical.choice, Quot.sound]
```

## How the proofs follow the counting

`pyramid_counts` and `truncated_pyramid_counts` check the two families. In each, `ring` verifies Euler's relation and `linarith` derives the inequalities from $n\ge 3$.

In the forward direction of `edge_number_iff`, the integers $V$ and $F$ are unpacked with their conditions, and `omega` finishes. This tactic decides linear arithmetic over the integers, so it can use the rounding step from $3V\le 14$ to $V\le 4$. That step matters: over the real numbers $V=F=4.5$ would satisfy all the conditions at $E=7$.

For the converse, `Nat.even_or_odd'` writes $E$ as $2k$ or $2k+1$. In the even case the pyramid with $n=k$ is used. In the odd case the truncated pyramid with $n=k-1$ is used, since $2(k-1)+3=2k+1$. The hypothesis $E=6$ or $E\ge 8$ guarantees $n\ge 3$ in both cases. The equations named `e` match the natural number $E$ with the integer expression in the family.

`vertex_range_iff` is the elimination of $F$: one direction is linear arithmetic, and the other supplies $F=E+2-V$.

The passage from darts to counts starts with `sum_dartCount`, which says that the dart counts over all cells of one kind add up to the total number of darts. `IsCage.counts` applies it three times. Sorting by edges gives `hE`, the equality $2E=|D|$, where $|D|$ is the number of darts. Sorting by vertices and by faces gives `hV` and `hF`, the bounds $3V\le |D|$ and $3F\le |D|$, by comparing each sum term by term with a sum of threes. Eliminating $|D|$ yields the two inequalities, and Euler's relation comes from the structure.

`no_cage_with_seven_edges` takes these three conditions and lets `omega` refute $E=7$. It has no separate assumption $V,F\ge 4$, in agreement with the window for $V$.

Finally, `tetrahedron_witness` shows that `IsCage` can be satisfied. The lists `tetraVertex`, `tetraEdge` and `tetraFace` describe twelve darts, three around each of the four faces. `decide` checks the dart counts by going through the finite cases, and `norm_num` confirms $4-6+4=2$.
